# Plane-wave band energies are periodic in k with a kinetic-energy cutoff, but not in the fixed basis {-1, 0, 1}

Before I diagonalise anything along a band path, I fold each k-point back into the first Brillouin zone and take the energies found there as those of the original point. This gives the same energies as diagonalising at the original point, wherever that point lies, if the truncated Hamiltonians at \(k\) and \(k+G_0\) have the same eigenvalues for every \(k\) and every reciprocal lattice vector \(G_0\). I believe they do when the basis at each \(k\) is chosen by \(|k+G|^2/2\le E_{\rm cut}\), and that they need not when one fixed set of \(G\) serves all \(k\). Can both statements be proved in Lean, with a concrete example for the second?

## Shifting the basis only relabels the matrix

Yes, for a given local potential on a simple cubic reciprocal lattice. Set \(\hbar=m_e=1\) and, for lattice constant \(a\), take \(a/2\pi\) as the unit of length, so that the reciprocal lattice is \(\mathbb Z^d\). Energies are then in units of \(\hbar^2(2\pi/a)^2/m_e\), which is the hartree of atomic units when \(a=2\pi\) bohr. For \(k\in\mathbb R^d\) and \(G\in\mathbb Z^d\), define

\[
T_k(G)=\tfrac12|k+G|^2,\qquad B(k)=\{G: T_k(G)\le E_{\rm cut}\}.
\]

If \(G\in B(k)\), then \((k_i+G_i)^2\le 2E_{\rm cut}\) for each component \(i\). Every integer \(G_i\) therefore lies in a bounded interval, and \(B(k)\) is finite.

The kinetic energy depends only on the sum \(k+G\), so

\[
T_{k+G_0}(G)=\tfrac12|k+G_0+G|^2=T_k(G+G_0).
\]

Hence \(G\in B(k+G_0)\) exactly when \(G+G_0\in B(k)\). The map \(G\mapsto G+G_0\) is a bijection from \(B(k+G_0)\) to \(B(k)\), with subtraction of \(G_0\) as its inverse.

Let \(V(G)\) be the Fourier coefficients of the potential. The Hamiltonian is

\[
H(k)_{GG'}=T_k(G)\,\delta_{GG'}+V(G-G').
\]

Since \((G+G_0)-(G'+G_0)=G-G'\),

\[
H(k+G_0)_{GG'}=T_k(G+G_0)\,\delta_{GG'}+V(G-G')=H(k)_{G+G_0,\,G'+G_0}.
\]

The two matrices differ only in the labels of their rows and columns. The same relabelling applies to \(\lambda I-H\) and leaves its determinant unchanged, so the characteristic polynomials agree.

## A fixed basis changes the trace

Now keep one non-empty finite set \(S\) with \(\sum_{G\in S}G=0\) for all \(k\). The trace is

\[
\operatorname{tr}H_S(k)=\sum_{G\in S}T_k(G)+|S|\,V(0).
\]

Expanding the square gives \(T_{G_0}(G)=T_0(G)+G_0\cdot G+\tfrac12|G_0|^2\). On summing over \(S\), the cross term vanishes:

\[
\operatorname{tr}H_S(G_0)-\operatorname{tr}H_S(0)=\tfrac12|S|\,|G_0|^2>0\qquad(G_0\ne0).
\]

The trace is minus the second-highest coefficient of the characteristic polynomial, so the polynomials at \(0\) and \(G_0\) differ, whatever the potential.

For \(S=\{-1,0,1\}\) and \(V=0\), the diagonal entries, in the order \(G=-1,0,1\), are \(\tfrac12,0,\tfrac12\) at \(k=0\) and \(0,\tfrac12,2\) at \(k=1\). The spectra are \(\{0,\tfrac12\}\) and \(\{0,\tfrac12,2\}\).

## The Lean file

```lean
import Mathlib

open Matrix

namespace PlaneWaveBasis

noncomputable section

variable {d : ℕ}

/-- Kinetic energy `|k + G|² / 2` of the plane wave with wave vector `k + G`, in atomic units,
for a simple cubic reciprocal lattice of unit spacing. -/
def kinetic (k : Fin d → ℝ) (G : Fin d → ℤ) : ℝ :=
  (∑ i, (k i + (G i : ℝ)) ^ 2) / 2

/-- The wave vector `k + G0`, with `G0` a reciprocal lattice vector. -/
def translate (k : Fin d → ℝ) (G0 : Fin d → ℤ) : Fin d → ℝ :=
  fun i => k i + (G0 i : ℝ)

/-- Only finitely many plane waves lie below a kinetic-energy cutoff. -/
theorem finite_cutoff (Ecut : ℝ) (k : Fin d → ℝ) :
    {G : Fin d → ℤ | kinetic k G ≤ Ecut}.Finite := by
  -- the cutoff confines every component of `G` to a bounded interval
  refine Set.Finite.subset (Set.finite_Icc (fun i => ⌊-k i - (2 * Ecut + 1)⌋)
    (fun i => ⌈2 * Ecut + 1 - k i⌉)) ?_
  intro G hG
  have hG' : (∑ j, (k j + (G j : ℝ)) ^ 2) / 2 ≤ Ecut := hG
  have hb : ∀ i, (k i + (G i : ℝ)) ^ 2 ≤ 2 * Ecut := by
    intro i
    have h : (k i + (G i : ℝ)) ^ 2 ≤ ∑ j, (k j + (G j : ℝ)) ^ 2 :=
      Finset.single_le_sum (f := fun j => (k j + (G j : ℝ)) ^ 2)
        (fun j _ => sq_nonneg _) (Finset.mem_univ i)
    linarith
  refine ⟨fun i => ?_, fun i => ?_⟩
  · show ⌊-k i - (2 * Ecut + 1)⌋ ≤ G i
    have h : -k i - (2 * Ecut + 1) ≤ (G i : ℝ) := by
      nlinarith [hb i, sq_nonneg (k i + (G i : ℝ) + 1), sq_nonneg (k i + (G i : ℝ))]
    exact_mod_cast (Int.floor_le _).trans h
  · show G i ≤ ⌈2 * Ecut + 1 - k i⌉
    have h : (G i : ℝ) ≤ 2 * Ecut + 1 - k i := by
      nlinarith [hb i, sq_nonneg (k i + (G i : ℝ) - 1), sq_nonneg (k i + (G i : ℝ))]
    exact_mod_cast h.trans (Int.le_ceil _)

/-- The plane-wave basis `B(k)`: all `G` with `|k + G|² / 2 ≤ Ecut`. -/
def cutoffBasis (Ecut : ℝ) (k : Fin d → ℝ) : Finset (Fin d → ℤ) :=
  (finite_cutoff Ecut k).toFinset

/-- The Hamiltonian at `k` on a finite set `S` of plane waves: kinetic energies on the diagonal
plus the Fourier coefficients `V(G - G')` of the potential. -/
def hamiltonian (S : Finset (Fin d → ℤ)) (V : (Fin d → ℤ) → ℂ) (k : Fin d → ℝ) :
    Matrix S S ℂ :=
  Matrix.diagonal (fun G : S => (kinetic k G.1 : ℂ)) + Matrix.of fun G G' => V (G.1 - G'.1)

/-- The kinetic energy of `G` at `k + G0` is that of `G + G0` at `k`. -/
theorem kinetic_translate (k : Fin d → ℝ) (G0 G : Fin d → ℤ) :
    kinetic (translate k G0) G = kinetic k (G + G0) := by
  unfold kinetic translate
  congr 1
  refine Finset.sum_congr rfl fun i _ => ?_
  rw [Pi.add_apply]
  push_cast
  ring

/-- The shift `G ↦ G + G0` as a bijection from `B(k + G0)` to `B(k)`. -/
def shiftEquiv (Ecut : ℝ) (k : Fin d → ℝ) (G0 : Fin d → ℤ) :
    cutoffBasis Ecut (translate k G0) ≃ cutoffBasis Ecut k :=
  (Equiv.addRight G0).subtypeEquiv fun G => by
    simp only [cutoffBasis, Set.Finite.mem_toFinset, Set.mem_ofPred_eq, kinetic_translate,
      Equiv.coe_addRight]

/-- Relabelling the plane waves by `G ↦ G + G0` turns `H(k)` into `H(k + G0)`,
entry by entry. -/
theorem hamiltonian_translate (Ecut : ℝ) (V : (Fin d → ℤ) → ℂ) (k : Fin d → ℝ)
    (G0 : Fin d → ℤ) :
    hamiltonian (cutoffBasis Ecut (translate k G0)) V (translate k G0) =
      (hamiltonian (cutoffBasis Ecut k) V k).submatrix
        (shiftEquiv Ecut k G0) (shiftEquiv Ecut k G0) := by
  have he : ∀ G, (shiftEquiv Ecut k G0 G).1 = G.1 + G0 := fun _ => rfl
  ext G G'
  by_cases h : G = G'
  · subst h
    simp [hamiltonian, he, kinetic_translate]
  · have h' : shiftEquiv Ecut k G0 G ≠ shiftEquiv Ecut k G0 G' :=
      fun hh => h ((shiftEquiv Ecut k G0).injective hh)
    simp only [hamiltonian, Matrix.submatrix_apply, Matrix.add_apply, Matrix.of_apply,
      Matrix.diagonal_apply_ne _ h, Matrix.diagonal_apply_ne _ h', he,
      add_sub_add_right_eq_sub]

/-- With a kinetic-energy cutoff, `H(k + G0)` and `H(k)` have the same characteristic
polynomial for every reciprocal lattice vector `G0`. -/
theorem charpoly_periodic (Ecut : ℝ) (V : (Fin d → ℤ) → ℂ) (k : Fin d → ℝ)
    (G0 : Fin d → ℤ) :
    (hamiltonian (cutoffBasis Ecut (translate k G0)) V (translate k G0)).charpoly =
      (hamiltonian (cutoffBasis Ecut k) V k).charpoly := by
  -- relabelling the basis leaves a characteristic polynomial unchanged
  have key : ∀ {m n : Type} [Fintype m] [DecidableEq m] [Fintype n] [DecidableEq n]
      (e : m ≃ n) (M : Matrix n n ℂ), (M.submatrix e e).charpoly = M.charpoly := by
    intro m n _ _ _ _ e M
    exact Matrix.charpoly_reindex e.symm M
  rw [hamiltonian_translate]
  exact key (shiftEquiv Ecut k G0) (hamiltonian (cutoffBasis Ecut k) V k)

/-- The trace of the Hamiltonian is the sum of the kinetic energies plus the mean potential
`V(0)`, counted once per plane wave. -/
theorem trace_hamiltonian (S : Finset (Fin d → ℤ)) (V : (Fin d → ℤ) → ℂ) (k : Fin d → ℝ) :
    (hamiltonian S V k).trace = ∑ G ∈ S, ((kinetic k G : ℂ) + V 0) := by
  rw [← Finset.sum_coe_sort S]
  refine Finset.sum_congr rfl fun G _ => ?_
  simp [hamiltonian]

/-- On a fixed non-empty set of plane waves whose vectors sum to zero, the characteristic
polynomials at `k = G0` and `k = 0` differ for every `G0 ≠ 0` and every potential. -/
theorem fixed_basis_not_periodic (S : Finset (Fin d → ℤ)) (hne : S.Nonempty)
    (hS : ∑ G ∈ S, G = 0) (V : (Fin d → ℤ) → ℂ) (G0 : Fin d → ℤ) (hG0 : G0 ≠ 0) :
    (hamiltonian S V (translate 0 G0)).charpoly ≠ (hamiltonian S V 0).charpoly := by
  intro h
  have : Nonempty S := ⟨⟨hne.choose, hne.choose_spec⟩⟩
  -- equal characteristic polynomials would force equal traces
  have ht : (hamiltonian S V (translate 0 G0)).trace = (hamiltonian S V 0).trace := by
    rw [Matrix.trace_eq_neg_charpoly_coeff, Matrix.trace_eq_neg_charpoly_coeff, h]
  rw [trace_hamiltonian, trace_hamiltonian, Finset.sum_add_distrib,
    Finset.sum_add_distrib] at ht
  have hr : ∑ G ∈ S, kinetic (translate 0 G0) G = ∑ G ∈ S, kinetic 0 G := by
    exact_mod_cast add_right_cancel ht
  have hk : ∀ G, kinetic (translate 0 G0) G =
      kinetic 0 G + ∑ i, (G0 i : ℝ) * (G i : ℝ) + (∑ i, (G0 i : ℝ) ^ 2) / 2 := by
    intro G
    simp only [kinetic, translate, Pi.zero_apply, Finset.sum_div]
    rw [← Finset.sum_add_distrib, ← Finset.sum_add_distrib]
    refine Finset.sum_congr rfl fun i _ => ?_
    ring
  -- the cross term vanishes because the vectors of `S` sum to zero
  have hcross : ∑ G ∈ S, ∑ i, (G0 i : ℝ) * (G i : ℝ) = 0 := by
    rw [Finset.sum_comm]
    refine Finset.sum_eq_zero fun i _ => ?_
    have hi := congrFun hS i
    simp only [Finset.sum_apply, Pi.zero_apply] at hi
    have hi' : ∑ G ∈ S, (G i : ℝ) = 0 := by exact_mod_cast hi
    rw [← Finset.mul_sum, hi', mul_zero]
  simp only [hk, Finset.sum_add_distrib, hcross, Finset.sum_const, nsmul_eq_mul] at hr
  obtain ⟨i, hi⟩ := Function.ne_iff.mp hG0
  have hi' : G0 i ≠ 0 := hi
  have hi'' : (G0 i : ℝ) ≠ 0 := by exact_mod_cast hi'
  have hq : 0 < ∑ j, (G0 j : ℝ) ^ 2 :=
    Finset.sum_pos' (fun j _ => sq_nonneg _) ⟨i, Finset.mem_univ i, by positivity⟩
  have hc : (0 : ℝ) < (S.card : ℝ) := by exact_mod_cast hne.card_pos
  have hpos := mul_pos hc (half_pos hq)
  linarith

/-- Without a potential, the spectrum on a set of plane waves is the set of their kinetic
energies. -/
theorem free_spectrum (S : Finset (Fin d → ℤ)) (k : Fin d → ℝ) :
    spectrum ℂ (hamiltonian S 0 k) =
      (fun G => (kinetic k G : ℂ)) '' (S : Set (Fin d → ℤ)) := by
  have h : hamiltonian S 0 k = Matrix.diagonal (fun G : S => (kinetic k G.1 : ℂ)) := by
    ext G G'
    simp [hamiltonian]
  rw [h, spectrum_diagonal]
  ext z
  constructor
  · rintro ⟨G, rfl⟩
    exact ⟨G.1, G.2, rfl⟩
  · rintro ⟨G, hG, rfl⟩
    exact ⟨⟨G, hG⟩, rfl⟩

/-- The fixed one-dimensional basis `{-1, 0, 1}`. -/
def threeWaves : Finset (Fin 1 → ℤ) := {fun _ => -1, fun _ => 0, fun _ => 1}

/-- In the fixed basis `{-1, 0, 1}` without a potential, the spectrum is `{0, 1/2}` at `k = 0`
and `{0, 1/2, 2}` at `k = 1`. -/
theorem threeWaves_spectra :
    spectrum ℂ (hamiltonian threeWaves 0 (fun _ => 0)) = {0, 1 / 2} ∧
      spectrum ℂ (hamiltonian threeWaves 0 (fun _ => 1)) = {0, 1 / 2, 2} := by
  have a1 : kinetic (fun _ : Fin 1 => 0) (fun _ => -1) = 1 / 2 := by norm_num [kinetic]
  have a2 : kinetic (fun _ : Fin 1 => 0) (fun _ => 0) = 0 := by norm_num [kinetic]
  have a3 : kinetic (fun _ : Fin 1 => 0) (fun _ => 1) = 1 / 2 := by norm_num [kinetic]
  have b1 : kinetic (fun _ : Fin 1 => 1) (fun _ => -1) = 0 := by norm_num [kinetic]
  have b2 : kinetic (fun _ : Fin 1 => 1) (fun _ => 0) = 1 / 2 := by norm_num [kinetic]
  have b3 : kinetic (fun _ : Fin 1 => 1) (fun _ => 1) = 2 := by norm_num [kinetic]
  constructor
  · rw [free_spectrum]
    simp only [threeWaves, Finset.coe_insert, Finset.coe_singleton, Set.image_insert_eq,
      Set.image_singleton, a1, a2, a3]
    ext z
    simp only [Set.mem_insert_iff, Set.mem_singleton_iff]
    push_cast
    tauto
  · rw [free_spectrum]
    simp only [threeWaves, Finset.coe_insert, Finset.coe_singleton, Set.image_insert_eq,
      Set.image_singleton, b1, b2, b3]
    push_cast
    rfl

/-- In the fixed basis `{-1, 0, 1}` without a potential, the spectra at `k = 0` and `k = 1`
differ. -/
theorem threeWaves_spectra_ne :
    spectrum ℂ (hamiltonian threeWaves 0 (fun _ => 0)) ≠
      spectrum ℂ (hamiltonian threeWaves 0 (fun _ => 1)) := by
  rw [threeWaves_spectra.1, threeWaves_spectra.2]
  intro h
  -- the level at energy 2 is present only at `k = 1`
  have h2 : (2 : ℂ) ∈ ({0, 1 / 2} : Set ℂ) := by
    rw [h]
    simp
  simp only [Set.mem_insert_iff, Set.mem_singleton_iff] at h2
  rcases h2 with h2 | h2 <;> norm_num at h2

end

end PlaneWaveBasis
```

```lean
#print axioms PlaneWaveBasis.charpoly_periodic
#print axioms PlaneWaveBasis.fixed_basis_not_periodic
#print axioms PlaneWaveBasis.threeWaves_spectra_ne
```

```
'PlaneWaveBasis.charpoly_periodic' depends on axioms: [propext, Classical.choice, Quot.sound]
'PlaneWaveBasis.fixed_basis_not_periodic' depends on axioms: [propext, Classical.choice, Quot.sound]
'PlaneWaveBasis.threeWaves_spectra_ne' depends on axioms: [propext, Classical.choice, Quot.sound]
```

## What the Lean statements say

- `kinetic k G` is \(T_k(G)\), with `k : Fin d → ℝ` and `G : Fin d → ℤ`. `translate k G0` is \(k+G_0\).
- `cutoffBasis Ecut k` is \(B(k)\) as a finite set. A negative cutoff is allowed and gives an empty basis.
- `hamiltonian S V k` is the complex matrix whose rows and columns are labelled by the plane waves in `S`. Cutoff bases and fixed bases share this definition.

`charpoly_periodic` says that the characteristic polynomials at \(k+G_0\) and \(k\) are equal, each matrix being built on its own cutoff basis. It holds for every dimension, cutoff, \(k\), \(G_0\) and `V`. The coefficients need not satisfy \(V(-G)=\overline{V(G)}\), the condition for a real potential. When they do, the matrix is Hermitian and the roots are the band energies with their multiplicities.

`fixed_basis_not_periodic` compares \(k=G_0\) with \(k=0\), under the hypotheses that `S` is non-empty, that its vectors sum to zero and that \(G_0\neq0\). `threeWaves_spectra` gives the two spectra of the example as sets, so the double level \(\tfrac12\) at \(k=0\) is listed once. `threeWaves_spectra_ne` states that they differ.

The potential is an input and is the same at both k-points; self-consistency is not modelled. Nonlocal pseudopotentials and other lattices are not covered either.

## From the shift to the characteristic polynomial

`finite_cutoff` places \(B(k)\) inside a box of integer vectors. It uses the generous bound \(|k_i+G_i|\le 2E_{\rm cut}+1\), which `nlinarith` obtains from \((k_i+G_i)^2\le 2E_{\rm cut}\) together with \((k_i+G_i)^2\ge0\) and \((k_i+G_i\pm1)^2\ge0\), one sign for each side of the bound, so no square root is needed.

`kinetic_translate` is the identity \(T_{k+G_0}(G)=T_k(G+G_0)\). `shiftEquiv` uses it to restrict addition of \(G_0\) to a bijection between the two bases. `hamiltonian_translate` then compares matrix entries. On the diagonal it applies the kinetic identity; off the diagonal, injectivity of the shift keeps distinct labels distinct, and \(G_0\) cancels in the argument of `V`. `charpoly_periodic` finishes with Mathlib's `Matrix.charpoly_reindex`, which says that relabelling preserves the characteristic polynomial.

For the fixed basis, `trace_hamiltonian` supplies the trace formula. `fixed_basis_not_periodic` assumes equal polynomials and deduces equal traces through `Matrix.trace_eq_neg_charpoly_coeff`. Inside it, `hk` expands the square and `hcross` removes the cross term. What remains would force \(\tfrac12|S||G_0|^2\) to be zero, although `hpos` shows that it is positive.

`free_spectrum` handles \(V=0\), where the matrix is diagonal and its spectrum is the set of kinetic energies. `threeWaves_spectra` evaluates the six energies, and `threeWaves_spectra_ne` observes that \(2\) belongs only to the spectrum at \(k=1\).
